# The squared norm of a $p$-pair condensate is $(p!)^2$ times an elementary symmetric polynomial

## Pairs without their electrons

A state is represented here by one complex amplitude for each finite set of doubly occupied levels. The two electrons of a pair do not appear separately. A level $k$ stands for two partner spin-orbitals from an orthonormal set, such as spin up and spin down in one orbital, and it is either empty or holds a full pair. States of this kind have seniority zero: no electron is unpaired.

The pair creator $b_k^*$ acts on such a state $\psi$ by

$$
(b_k^*\psi)(S)=\begin{cases}\psi(S\setminus\{k\}) & k\in S,\\ 0 & k\notin S.\end{cases}
$$

It fills level $k$ if the level is empty and gives zero if it is occupied. In terms of electrons, $b_k^*$ is a product of two fermion creators. Such products commute for different levels, so no signs arise if the determinant for $S$ is defined as the product of its pair creators applied to the vacuum. The vacuum has amplitude 1 on $S=\emptyset$ and 0 elsewhere.

Take a finite set $s$ of levels with complex amplitudes $g_k$, and let

$$
B=\sum_{k\in s} g_k b_k^* .
$$

The state $B^p\,\mathrm{vac}$ places $p$ pairs in the same collective pair state. With a fixed pairing of the spin-orbitals, it is an antisymmetrised geminal power, or equivalently a number-projected BCS state up to normalisation, and its squared norm is the denominator of every expectation value in it.

## The norm formula and its recursion

For numbers $x_k$, let

$$
e_p(x;s)=\sum_{T\subseteq s,\ |T|=p}\ \prod_{k\in T}x_k .
$$

Write $|g|^2$ for the family of numbers $|g_k|^2$. The two main results are

$$
\|B^p\,\mathrm{vac}\|^2=(p!)^2\,e_p(|g|^2;s),
$$

$$
e_{p+1}(x;s\cup\{a\})=e_{p+1}(x;s)+x_a\,e_p(x;s)\qquad(a\notin s).
$$

For real $g_k$ on levels $1,\dots,n$, the numbers $|g_k|^2$ are simply $g_k^2$. The recursion then adds the levels one at a time, starting from $e_0=1$ and $e_{p+1}(x;\emptyset)=0$. Each new level costs one multiplication and one addition per polynomial degree, so no list of the $\binom{n}{p}$ determinants is needed.

In the Lean file these objects appear as follows.

- `PairState ι` is the type of functions `Finset ι → ℂ`, where `ι` labels the levels.
- `pairCreator k` is $b_k^*$ as a linear map, and `collective g s` is $B$. Its power is repeated application.
- `normSq ψ` is the sum of $|\psi(S)|^2$ over all $S$. This definition makes the pair configurations orthonormal.
- `esym x s p` is $e_p(x;s)$.

The norm formula is `normSq_condensate`, and the recursion is `esym_insert`. The hypothesis `ha : a ∉ s` says that the added level is new. If $a$ were already in $s$, the set would not change, and the recursion would force $x_a e_p(x;s)=0$.

The norm theorems take `ι` to be finite, while the formula for the individual amplitudes also holds for infinitely many levels, with $s$ still finite. The action of $b_k^*$ and the orthonormality of the configurations are definitions here; they are not derived from fermionic anticommutation relations. Unpaired electrons and a Hamiltonian do not enter.

## Counting which pair came last

The definition gives the expected algebra at once. In $(b_k^*b_k^*\psi)(S)$ with $k\in S$, the second creator is evaluated on $S\setminus\{k\}$, which lacks $k$, so the result is zero. For $k\neq l$, both orders of $b_k^*$ and $b_l^*$ give $\psi(S\setminus\{k,l\})$ when $S$ contains both levels, and zero otherwise.

The collective creator acts by

$$
(B\psi)(S)=\sum_{k\in s\cap S} g_k\,\psi(S\setminus\{k\}).
$$

The amplitudes of the condensate are

$$
(B^p\,\mathrm{vac})(S)=\begin{cases}p!\prod_{k\in S}g_k & S\subseteq s,\ |S|=p,\\ 0&\text{otherwise,}\end{cases}
$$

which follows by induction on $p$.

For $p=0$, the only set with no elements is $\emptyset$. Its amplitude is $0!$ times an empty product, which is 1, as the vacuum requires.

Suppose the formula holds for $p$. If $S\subseteq s$ has $p+1$ elements, then every $S\setminus\{k\}$ with $k\in S$ is a subset of $s$ with $p$ elements. Hence

$$
(B^{p+1}\mathrm{vac})(S)=\sum_{k\in S} g_k\,p!\prod_{j\in S\setminus\{k\}}g_j
=\sum_{k\in S}p!\prod_{j\in S}g_j=(p+1)!\prod_{j\in S}g_j .
$$

Each of the $p+1$ levels can be the one filled last, and each choice contributes the same amount.

If $S$ is not a $(p+1)$-element subset of $s$, consider any $k\in s\cap S$. Were $S\setminus\{k\}$ a $p$-element subset of $s$, putting $k$ back would make $S$ a $(p+1)$-element subset of $s$, a contradiction. So every term vanishes by the induction hypothesis.

Summing the squared moduli gives

$$
\|B^p\,\mathrm{vac}\|^2=\sum_{S\subseteq s,\ |S|=p}(p!)^2\prod_{k\in S}|g_k|^2=(p!)^2e_p(|g|^2;s).
$$

## Adding a level

Let $a\notin s$. A $(p+1)$-element subset of $s\cup\{a\}$ either leaves $a$ empty or occupies it. The first kind are the $(p+1)$-element subsets of $s$, and they contribute $e_{p+1}(x;s)$. The second kind have the form $U\cup\{a\}$ for exactly one $p$-element subset $U$ of $s$, and they contribute

$$
\sum_{U\subseteq s,\ |U|=p}x_a\prod_{k\in U}x_k=x_a\,e_p(x;s).
$$

The sum of the two contributions is the recursion.

Now write $N_p(s)=\|B^p\,\mathrm{vac}\|^2$ for the levels in $s$. Multiplying the recursion for $x_k=|g_k|^2$ by $((p+1)!)^2=(p+1)^2(p!)^2$ gives

$$
N_{p+1}(s\cup\{a\})=N_{p+1}(s)+(p+1)^2|g_a|^2N_p(s).
$$

## Equal amplitudes and the boson limit

If $g_k=c$ for all $m=|s|$ levels, every $p$-element subset contributes $|c|^{2p}$, so

$$
N_p(s)=(p!)^2\binom{m}{p}|c|^{2p}.
$$

The pair with zero total angular momentum in a single atomic $j$-shell is of this kind, with $m=j+\tfrac12$ levels, once its alternating signs are absorbed into the $b_k^*$.

For $m\ge1$, choose $c=1/\sqrt m$, so that one pair has norm 1. Then

$$
N_p(s)=p!\,\frac{m(m-1)\cdots(m-p+1)}{m^p}.
$$

As $m\to\infty$ at fixed $p$, this tends to $p!$, the squared norm of $p$ quanta created in one boson mode. At finite $m$ the remaining factor shows the Pauli principle at work, and it vanishes when $p>m$. The limit is an elementary consequence of the closed form and is not stated in the file.

## The complete Lean file

```lean
import Mathlib

open Finset

namespace PairCondensateNorm

noncomputable section

variable {ι : Type*} [DecidableEq ι]

/-- A seniority-zero state: a complex amplitude for each finite set of doubly occupied levels. -/
abbrev PairState (ι : Type*) := Finset ι → ℂ

/-- The pair creator `b_k*`: it fills level `k` with a pair if the level is empty,
and gives zero if the level is already occupied. -/
def pairCreator (k : ι) : PairState ι →ₗ[ℂ] PairState ι where
  toFun ψ S := if k ∈ S then ψ (S.erase k) else 0
  map_add' φ ψ := by
    funext S
    by_cases h : k ∈ S <;> simp [h]
  map_smul' c ψ := by
    funext S
    by_cases h : k ∈ S <;> simp [h]

/-- The vacuum: amplitude one on the configuration without pairs, zero on all others. -/
def vacuum : PairState ι := fun S => if S = ∅ then 1 else 0

/-- The collective pair creator `∑ g_k b_k*`, summed over the levels `k` in `s`. -/
def collective (g : ι → ℂ) (s : Finset ι) : Module.End ℂ (PairState ι) :=
  ∑ k ∈ s, g k • pairCreator k

/-- The squared norm of a state, the pair configurations being orthonormal. -/
def normSq [Fintype ι] (ψ : PairState ι) : ℝ := ∑ S, ‖ψ S‖ ^ 2

/-- The elementary symmetric polynomial `e_p` of the numbers `x_k`, `k` in `s`:
the sum over all `p`-element subsets of the product of their `x_k`. -/
def esym (x : ι → ℝ) (s : Finset ι) (p : ℕ) : ℝ :=
  ∑ T ∈ s.powersetCard p, ∏ k ∈ T, x k

/-- Pauli principle: a level cannot receive two pairs. -/
theorem pairCreator_twice (k : ι) (ψ : PairState ι) :
    pairCreator k (pairCreator k ψ) = 0 := by
  funext S
  simp [pairCreator]

/-- Pair creators commute with each other. -/
theorem pairCreator_comm (k l : ι) (ψ : PairState ι) :
    pairCreator k (pairCreator l ψ) = pairCreator l (pairCreator k ψ) := by
  by_cases hkl : k = l
  · rw [hkl]
  · funext S
    by_cases hk : k ∈ S <;> by_cases hl : l ∈ S <;>
      simp [pairCreator, hk, hl, hkl, Ne.symm hkl, Finset.erase_right_comm]

/-- The amplitude on `S` after the collective creator has acted on `ψ`: the sum, over the levels `k`
in `s` that belong to `S`, of `g_k` times the amplitude of `ψ` on `S` without `k`. -/
theorem collective_apply (g : ι → ℂ) (s : Finset ι) (ψ : PairState ι) (S : Finset ι) :
    collective g s ψ S = ∑ k ∈ s, g k * (if k ∈ S then ψ (S.erase k) else 0) := by
  have h : ∀ k, pairCreator k ψ S = if k ∈ S then ψ (S.erase k) else 0 := fun _ => rfl
  simp only [collective, LinearMap.sum_apply, Finset.sum_apply, LinearMap.smul_apply,
    Pi.smul_apply, smul_eq_mul, h]

/-- After `p` collective pair creations on the vacuum, a configuration of `p` levels from `s`
has amplitude `p!` times the product of its `g_k`; every other configuration has amplitude zero. -/
theorem amplitude (g : ι → ℂ) (s : Finset ι) (p : ℕ) (S : Finset ι) :
    ((collective g s) ^ p) vacuum S =
      if S ⊆ s ∧ S.card = p then (p.factorial : ℂ) * ∏ k ∈ S, g k else 0 := by
  induction p generalizing S with
  | zero =>
    by_cases h : S = ∅
    · subst h
      simp [vacuum]
    · simp [vacuum, h]
  | succ p ih =>
    rw [pow_succ', Module.End.mul_apply, collective_apply]
    by_cases h : S ⊆ s ∧ S.card = p + 1
    · rw [if_pos h]
      obtain ⟨hs, hc⟩ := h
      -- each level of `S` contributes the same amount as the last one filled
      have term : ∀ k ∈ s,
          g k * (if k ∈ S then ((collective g s) ^ p) vacuum (S.erase k) else 0) =
            if k ∈ S then (p.factorial : ℂ) * ∏ j ∈ S, g j else 0 := by
        intro k _
        by_cases hk : k ∈ S
        · have he : S.erase k ⊆ s ∧ (S.erase k).card = p :=
            ⟨(erase_subset _ _).trans hs, by
              have := card_erase_add_one hk
              omega⟩
          rw [if_pos hk, if_pos hk, ih, if_pos he, ← mul_prod_erase S g hk]
          ring
        · simp [hk]
      rw [sum_congr rfl term, ← sum_filter, filter_mem_eq_inter, inter_eq_right.mpr hs,
        sum_const, hc, nsmul_eq_mul, Nat.factorial_succ]
      push_cast
      ring
    · rw [if_neg h]
      refine sum_eq_zero fun k hk => ?_
      by_cases hkS : k ∈ S
      · have he : ¬(S.erase k ⊆ s ∧ (S.erase k).card = p) := by
          rintro ⟨h1, h2⟩
          refine h ⟨?_, ?_⟩
          · rw [← insert_erase hkS]
            exact insert_subset hk h1
          · have := card_erase_add_one hkS
            omega
        rw [if_pos hkS, ih, if_neg he, mul_zero]
      · rw [if_neg hkS, mul_zero]

/-- The squared norm of `(∑ g_k b_k*)^p` applied to the vacuum is `(p!)²` times the
elementary symmetric polynomial `e_p` of the `|g_k|²`. -/
theorem normSq_condensate [Fintype ι] (g : ι → ℂ) (s : Finset ι) (p : ℕ) :
    normSq (((collective g s) ^ p) vacuum) =
      (p.factorial : ℝ) ^ 2 * esym (fun k => ‖g k‖ ^ 2) s p := by
  -- only configurations of `p` levels from `s` contribute
  have h : ∑ S ∈ s.powersetCard p, ‖((collective g s) ^ p) vacuum S‖ ^ 2 =
      ∑ S, ‖((collective g s) ^ p) vacuum S‖ ^ 2 :=
    sum_subset (subset_univ _) fun S _ hS => by
      rw [amplitude, if_neg (mt mem_powersetCard.mpr hS)]
      simp
  unfold normSq esym
  rw [← h, mul_sum]
  refine sum_congr rfl fun S hS => ?_
  rw [amplitude, if_pos (mem_powersetCard.mp hS)]
  simp only [norm_mul, norm_prod, Complex.norm_natCast, mul_pow, prod_pow]

omit [DecidableEq ι] in
/-- Starting values of the recursion: `e_0 = 1` for any set of levels, and
`e_(p+1) = 0` when there are no levels. -/
theorem esym_start (x : ι → ℝ) (s : Finset ι) (p : ℕ) :
    esym x s 0 = 1 ∧ esym x ∅ (p + 1) = 0 := by
  constructor
  · simp [esym]
  · have h : (∅ : Finset ι).powersetCard (p + 1) = ∅ :=
      powersetCard_eq_empty.mpr (by simp)
    rw [esym, h, sum_empty]

/-- Adding a new level `a` to `s` changes the symmetric polynomials by
`e_(p+1)(s ∪ {a}) = e_(p+1)(s) + x_a e_p(s)`. -/
theorem esym_insert (x : ι → ℝ) {s : Finset ι} {a : ι} (ha : a ∉ s) (p : ℕ) :
    esym x (insert a s) (p + 1) = esym x s (p + 1) + x a * esym x s p := by
  have out : ∀ {q : ℕ} {U : Finset ι}, U ∈ s.powersetCard q → a ∉ U :=
    fun hU h => ha ((mem_powersetCard.mp hU).1 h)
  -- the new level is either empty or occupied
  have disj : Disjoint (s.powersetCard (p + 1)) ((s.powersetCard p).image (insert a)) := by
    refine disjoint_left.mpr fun T h1 h2 => ?_
    obtain ⟨U, _, rfl⟩ := mem_image.mp h2
    exact out h1 (mem_insert_self a U)
  unfold esym
  rw [powersetCard_succ_insert ha, sum_union disj, sum_image, mul_sum]
  · congr 1
    exact sum_congr rfl fun U hU => prod_insert (out hU)
  · intro U hU V hV h
    have h' : insert a U = insert a V := h
    rw [← erase_insert (out (mem_coe.mp hU)), h', erase_insert (out (mem_coe.mp hV))]

/-- The squared norms for `p + 1` pairs with a new level `a` follow from those without it,
for `p + 1` and for `p` pairs. -/
theorem normSq_insert [Fintype ι] (g : ι → ℂ) {s : Finset ι} {a : ι} (ha : a ∉ s) (p : ℕ) :
    normSq (((collective g (insert a s)) ^ (p + 1)) vacuum) =
      normSq (((collective g s) ^ (p + 1)) vacuum) +
        ((p : ℝ) + 1) ^ 2 * ‖g a‖ ^ 2 * normSq (((collective g s) ^ p) vacuum) := by
  simp only [normSq_condensate, esym_insert _ ha, Nat.factorial_succ]
  push_cast
  ring

/-- If all levels in `s` carry the same amplitude `c`, the squared norm is
`(p!)²` times the number of ways to choose `p` levels from `s`, times `|c|^(2p)`. -/
theorem normSq_uniform [Fintype ι] (c : ℂ) (s : Finset ι) (p : ℕ) :
    normSq (((collective (fun _ => c) s) ^ p) vacuum) =
      (p.factorial : ℝ) ^ 2 * ((s.card.choose p : ℝ) * ‖c‖ ^ (2 * p)) := by
  have h : ∀ T ∈ s.powersetCard p, ∏ _k ∈ T, ‖c‖ ^ 2 = ‖c‖ ^ (2 * p) := fun T hT => by
    rw [prod_const, (mem_powersetCard.mp hT).2, pow_mul]
  rw [normSq_condensate]
  unfold esym
  rw [sum_congr rfl h, sum_const, card_powersetCard, nsmul_eq_mul]

end

end PairCondensateNorm
```

```lean
#print axioms PairCondensateNorm.normSq_condensate
-- 'PairCondensateNorm.normSq_condensate' depends on axioms: [propext, Classical.choice, Quot.sound]
#print axioms PairCondensateNorm.esym_start
-- 'PairCondensateNorm.esym_start' depends on axioms: [propext, Classical.choice, Quot.sound]
#print axioms PairCondensateNorm.normSq_insert
-- 'PairCondensateNorm.normSq_insert' depends on axioms: [propext, Classical.choice, Quot.sound]
#print axioms PairCondensateNorm.normSq_uniform
-- 'PairCondensateNorm.normSq_uniform' depends on axioms: [propext, Classical.choice, Quot.sound]
```

## From the action of $B$ to the amplitudes

`pairCreator_twice` and `pairCreator_comm` confirm that the definition obeys the Pauli principle and that pair creators commute. The later proofs do not call on them, because they work directly with amplitudes. The formula for $(B\psi)(S)$ is `collective_apply`; there the sum runs over all of `s`, and an `if` removes the levels outside $S$.

The theorem `amplitude` carries out the induction. The clause `generalizing S` is needed because the induction hypothesis is applied to `S.erase k`, not to $S$ itself. The rewrite `pow_succ'` separates the collective creator that acts last.

When $S$ is a $(p+1)$-element subset of `s`, the local statement `term` shows that each $k\in S$ contributes $p!\prod_{j\in S}g_j$. Its main ingredient is `mul_prod_erase`, which restores the factor $g_k$ to the product over the remaining levels. The sum over `s` is then reduced to a sum over $S$, and `sum_const` turns its equal terms into the factor $p+1$. With `Nat.factorial_succ` this becomes $(p+1)!$.

In the other case, `sum_eq_zero` reduces the goal to showing that each term vanishes. The statement `he` contains the argument by contradiction: `insert_subset` puts $k$ back inside `s`, and `card_erase_add_one` restores the count to $p+1$.

## From amplitudes to norms

In `normSq_condensate`, the step `sum_subset` restricts the sum over all configurations to the $p$-element subsets of `s`, since the other amplitudes are zero. The final simplification takes the modulus of the product and squares each factor, which leaves $(p!)^2\prod_{k\in S}|g_k|^2$.

The starting values are proved in `esym_start`. For `esym_insert`, the lemma `powersetCard_succ_insert` supplies the division into subsets without and with the new level. The statement `disj` shows that the two families do not overlap, so `sum_union` can separate their sums. The use of `sum_image` also requires that different sets $U$ give different sets $U\cup\{a\}$. The last lines prove this by erasing $a$ again, which recovers $U$.

The remaining two theorems are short consequences. `normSq_insert` substitutes the norm formula into both sides and applies the recursion, after which `ring` matches the factorials. `normSq_uniform` replaces every product by $|c|^{2p}$ and counts the subsets with `card_powersetCard`.
